# The integral of P_l(x)(3x² − 1) over [−1, 1] vanishes unless l = 2

With x = cos θ, the factor 3x² − 1 is the angular form of an axial quadrupole, and `legendre_quadrupole` says that among the Legendre polynomials P_l only P₂ has a non-zero overlap with it. The integral of P_l(x)(3x² − 1) over [−1, 1] is 4/5 for l = 2 and zero for every other natural number l. Neither factor is normalised: 3x² − 1 is 2P₂, so if both were scaled to unit norm on the interval the value at l = 2 would be 1. For l above 2 the proof uses the orthogonality of P_l to every polynomial of lower degree, and for l = 0, 1 and 2 it writes the integrand out as a polynomial and integrates it directly.

Lean 4 with Mathlib refuses this proof:

```lean
import Mathlib

open Polynomial

namespace LegendreQuadrupole

noncomputable section

/-- The Legendre polynomial `P_l`, given by Rodrigues' formula. -/
def legendreP (l : ℕ) : ℝ[X] :=
  C (1 / (2 ^ l * (l.factorial : ℝ))) * derivative^[l] ((X ^ 2 - 1) ^ l)

/-- Derivatives of `(x² - 1)^l` of order below `l` vanish at the points where `x² = 1`. -/
theorem boundary_vanishes {k l : ℕ} (hk : k < l) {x : ℝ} (hx : x ^ 2 = 1) :
    (derivative^[k] ((X ^ 2 - 1 : ℝ[X]) ^ l)).eval x = 0 := by
  obtain ⟨r, hr⟩ := pow_sub_dvd_iterate_derivative_pow (X ^ 2 - 1 : ℝ[X]) l k
  have h0 : (X ^ 2 - 1 : ℝ[X]).eval x = 0 := by
    rw [eval_sub, eval_pow, eval_X, eval_one, hx, sub_self]
  rw [hr, eval_mul, eval_pow, h0, zero_pow (by omega), zero_mul]

/-- For `m ≤ l`, the `m`-th derivative of `(x² - 1)^l` is orthogonal on `[-1, 1]` to every
polynomial whose own `m`-th derivative is zero. -/
theorem integral_by_parts (l m : ℕ) (hm : m ≤ l) (q : ℝ[X]) (hq : derivative^[m] q = 0) :
    ∫ x in (-1 : ℝ)..1,
      (derivative^[m] ((X ^ 2 - 1 : ℝ[X]) ^ l)).eval x * q.eval x = 0 := by
  induction m generalizing q with
  | zero =>
    have h : q = 0 := hq
    simp [h]
  | succ m ih =>
    have h0 := ih (by omega) (derivative q) (by rwa [Function.iterate_succ_apply] at hq)
    have hb1 := boundary_vanishes (show m < l by omega) (x := 1) (by norm_num)
    have hb2 := boundary_vanishes (show m < l by omega) (x := -1) (by norm_num)
    rw [Function.iterate_succ_apply']
    generalize derivative^[m] ((X ^ 2 - 1 : ℝ[X]) ^ l) = F at h0 hb1 hb2 ⊢
    -- the total derivative of F q integrates to boundary terms, which vanish
    have h := intervalIntegral.integral_eq_sub_of_hasDerivAt (a := -1) (b := 1)
      (f := fun x => (F * q).eval x) (f' := fun x => (derivative (F * q)).eval x)
      (fun x _ => (F * q).hasDerivAt x)
      ((derivative (F * q)).continuous.intervalIntegrable _ _)
    have hi1 : IntervalIntegrable (fun x : ℝ => (derivative F).eval x * q.eval x)
        MeasureTheory.volume (-1) 1 :=
      ((derivative F).continuous.mul q.continuous).intervalIntegrable _ _
    have hi2 : IntervalIntegrable (fun x : ℝ => F.eval x * (derivative q).eval x)
        MeasureTheory.volume (-1) 1 :=
      (F.continuous.mul (derivative q).continuous).intervalIntegrable _ _
    simp only [derivative_mul, eval_add, eval_mul] at h
    rw [intervalIntegral.integral_add hi1 hi2, h0, hb1, hb2] at h
    linarith

/-- `P_l` is orthogonal on `[-1, 1]` to every polynomial of degree below `l`. -/
theorem legendre_orthogonal {l : ℕ} {q : ℝ[X]} (hq : q.natDegree < l) :
    ∫ x in (-1 : ℝ)..1, (legendreP l).eval x * q.eval x = 0 := by
  have h := integral_by_parts l l le_rfl q (iterate_derivative_eq_zero hq)
  simp only [legendreP, eval_mul, eval_C, mul_assoc]
  rw [intervalIntegral.integral_const_mul, h, mul_zero]

/-- The integral of a quartic over `[-1, 1]` contains only its even coefficients. -/
theorem integral_quartic (a b c d e : ℝ) :
    ∫ x in (-1 : ℝ)..1, (a * x ^ 4 + b * x ^ 3 + c * x ^ 2 + d * x + e)
      = 2 * a / 5 + 2 * c / 3 + 2 * e := by
  have h : ∀ x : ℝ, HasDerivAt
      (fun y : ℝ => a / 5 * y ^ 5 + b / 4 * y ^ 4 + c / 3 * y ^ 3 + d / 2 * y ^ 2 + e * y)
      (a * x ^ 4 + b * x ^ 3 + c * x ^ 2 + d * x + e) x := fun x =>
    ((((((hasDerivAt_pow 5 x).const_mul (a / 5)).fun_add
      ((hasDerivAt_pow 4 x).const_mul (b / 4))).fun_add
      ((hasDerivAt_pow 3 x).const_mul (c / 3))).fun_add
      ((hasDerivAt_pow 2 x).const_mul (d / 2))).fun_add
      ((hasDerivAt_id' x).const_mul e)).congr_deriv (by push_cast; ring)
  rw [intervalIntegral.integral_eq_sub_of_hasDerivAt (fun x _ => h x)
    (Continuous.intervalIntegrable (by fun_prop) _ _)]
  ring

/-- The integral of `P_l(x) (3x² - 1)` over `[-1, 1]` is `4/5` for `l = 2` and zero for every
other order. -/
theorem legendre_quadrupole (l : ℕ) :
    ∫ x in (-1 : ℝ)..1, (legendreP l).eval x * (3 * x ^ 2 - 1)
      = if l = 2 then 4 / 5 else 0 := by
  rcases Nat.lt_or_ge 2 l with hl | hl
  · -- orders above two: orthogonality to a quadratic
    have hd : (C 3 * X ^ 2 - 1 : ℝ[X]).natDegree ≤ 2 := by compute_degree
    have h := legendre_orthogonal (lt_of_le_of_lt hd hl)
    simp only [eval_sub, eval_mul, eval_C, eval_pow, eval_X, eval_one] at h
    rw [h, if_neg (by omega)]
  · interval_cases l
    · have h : ∀ x : ℝ, (legendreP 0).eval x * (3 * x ^ 2 - 1)
          = 0 * x ^ 4 + 0 * x ^ 3 + 3 * x ^ 2 + 0 * x + (-1) := by
        intro x
        have h0 : (legendreP 0).eval x = 1 := by simp [legendreP]
        rw [h0]; ring
      simp only [h]
      rw [integral_quartic]; norm_num
    · have h : ∀ x : ℝ, (legendreP 1).eval x * (3 * x ^ 2 - 1)
          = 0 * x ^ 4 + 3 * x ^ 3 + 0 * x ^ 2 + (-1) * x + 0 := by
        intro x
        have h1 : (legendreP 1).eval x = x := by simp [legendreP]
        rw [h1]; ring
      simp only [h]
      rw [integral_quartic]; norm_num
    · have h : ∀ x : ℝ, (legendreP 2).eval x * (3 * x ^ 2 - 1)
          = 9 / 2 * x ^ 4 + 0 * x ^ 3 + (-3) * x ^ 2 + 0 * x + 1 / 2 := by
        intro x
        have h2 : legendreP 2 = C (1 / (2 ^ 2 * ((Nat.factorial 2 : ℕ) : ℝ))) *
            derivative (derivative ((X ^ 2 - 1) ^ 2)) := rfl
        rw [h2]
        simp [derivative_pow, Nat.factorial]
        ring
      simp only [h]
      rw [integral_quartic]; norm_num

end

end LegendreQuadrupole
```

Messages:

```
Main.lean:96:46: error: unsolved goals
l : ℕ
hl : 2 ≥ 1
x : ℝ
⊢ 2⁻¹ * ((1 + 1) * x) = x
```

Cause. The error is in the case l = 1, at the auxiliary fact `h1`, which says that P₁(x) = x. The call `simp [legendreP]` unfolds Rodrigues' formula, takes the derivative of x² − 1 and evaluates it at x, but it doesn't finish the proof. It stops at `2⁻¹ * ((1 + 1) * x) = x`, and since no tactic follows, Lean reports an unsolved goal.

What remains is true and is only arithmetic. `simp` has left the factor from the derivative as `1 + 1` and has not cancelled it against the prefactor `2⁻¹`.

The repair adds `ring` after `simp`. `ring` works out the numerical coefficients in the real numbers, finds that `2⁻¹ * (1 + 1)` is 1, and so closes the goal. The other change, moving `simp [legendreP]` to its own line, is layout to make room for the second tactic.

This version goes through:

```diff
@@ -94,5 +94,7 @@
           = 0 * x ^ 4 + 3 * x ^ 3 + 0 * x ^ 2 + (-1) * x + 0 := by
         intro x
-        have h1 : (legendreP 1).eval x = x := by simp [legendreP]
+        have h1 : (legendreP 1).eval x = x := by
+          simp [legendreP]
+          ring
         rw [h1]; ring
       simp only [h]
```
